# The powers of a complex square matrix tend to zero exactly when their traces do

## A charge error that keeps hopping while the trace reads zero

I have a self-consistent-field calculation on two equivalent sites. Close to the solution, each step moves the charge error of site 1 onto site 2 and that of site 2 onto site 1. The error never decays. In linearised form one step multiplies the error vector by

\[
B=\begin{pmatrix}0&1\\1&0\end{pmatrix},
\]

with eigenvalues \(1\) and \(-1\). I had hoped to judge convergence from a single number per power, \(\operatorname{tr}B^n\), which is the sum of the \(n\)th powers of the eigenvalues. But here \(\operatorname{tr}B=0\), \(\operatorname{tr}B^3=0\), and so on, because the two phases cancel. In a larger system with many complex eigenvalues, could such cancellation make the whole sequence of traces tend to zero while some error mode survives?

## Cancellation cannot drive the whole sequence of traces to zero

No. For a fixed complex square matrix \(B\) of any finite size, \(B^n\to0\) if and only if \(\operatorname{tr}B^n\to0\). Your matrix shows why the whole sequence matters: its trace is 0 at every odd power but 2 at every even power, so the sequence has no limit.

### Isolating one mode with a combination of traces

One direction is immediate. The trace is a finite sum of matrix entries, so it tends to zero when they all do.

For the other direction, let \(Bv=\mu v\) with \(v\neq0\). Write the characteristic polynomial as

\[
\chi(X)=(X-\mu)^k q(X),\qquad q(\mu)\neq0 .
\]

Since \((X-\mu)^{k+1}\) and \(q\) have no common factor, there are polynomials \(a,b\) with

\[
a\,(X-\mu)^{k+1}+b\,q=1 .
\]

Set \(p=bq\) and \(P=p(B)\). This matrix has three properties.

1. It is a projector. We have \(p-p^2=p(1-p)=ab\,(X-\mu)\,\chi\), and \(\chi(B)=0\) by the Cayley–Hamilton theorem, so \(P^2=P\).
2. It keeps the mode. Since \(p=1-a(X-\mu)^{k+1}\) and \((B-\mu)v=0\), we get \(Pv=v\).
3. It picks out the factor \(\mu\). The matrix \(P(B-\mu)B^n\) is the polynomial \(r=bq(X-\mu)X^n\) evaluated at \(B\). The power \(r^{k+1}\) contains \((X-\mu)^{k+1}q^{k+1}\), so \(\chi\) divides it. The matrix is therefore nilpotent and has zero trace, which gives
\[
\operatorname{tr}(PB^{n+1})=\mu\operatorname{tr}(PB^n),\qquad\text{so}\qquad \operatorname{tr}(PB^n)=\mu^n\operatorname{tr}P .
\]

The trace of a projector is the dimension of its range. That range contains \(v\), so \(\operatorname{tr}P\neq0\).

Now write \(p=\sum_j c_jX^j\), a finite sum. Then

\[
\mu^n\operatorname{tr}P=\sum_j c_j\operatorname{tr}B^{n+j}.
\]

The coefficients do not depend on \(n\). If the traces tend to zero, so does the right-hand side, and hence \(|\mu|<1\).

This holds for every eigenvalue. If the matrix has size at least one, its spectral radius \(\rho\), the largest eigenvalue modulus, is below 1. Choose \(s\) with \(\rho<s<1\). Gelfand's formula, \(\|B^n\|^{1/n}\to\rho\), gives \(\|B^n\|\le s^n\) for all large \(n\), so \(B^n\to0\). For size zero there is only the zero matrix.

### A small trace beside a mode that does not decay

Take

\[
B=\begin{pmatrix}0&1\\0.9&0.1\end{pmatrix},
\]

with eigenvalues \(1\) and \(-0.9\). This is a numerical illustration, not an SCF step at fixed electron number, where the charge errors would have to sum to zero. The vector \((1,1)\) is unchanged by each step, yet \(\operatorname{tr}B=0.1\) looks like strong damping. The traces for \(n=0,1,2,3\) are

\[
2,\quad 0.1,\quad 1.81,\quad 0.271 .
\]

The projector onto the persistent mode is \(P=(B+0.9)/1.9\), so the combination to form is \((\operatorname{tr}B^{n+1}+0.9\operatorname{tr}B^n)/1.9\). It gives

\[
\frac{0.1+1.8}{1.9}=1,\qquad \frac{1.81+0.09}{1.9}=1,\qquad \frac{0.271+1.629}{1.9}=1 .
\]

With the other eigenvalue \(-0.9\) known, this combination of two neighbouring traces isolates the mode that one of them nearly hides.

### What the theorems say about an SCF step

The main theorem, `pow_tendsto_zero_iff_trace`, takes a matrix `B : Matrix ι ι ℂ`, where `ι` is any finite set of labels for the components of the error, such as sites or basis functions. The matrix need be neither Hermitian nor diagonalisable. `Tendsto … atTop (𝓝 0)` means convergence to zero as \(n\to\infty\), for matrices entry by entry and for traces in the complex plane.

`IsErrorMode B μ v` is the ordinary eigenvector condition under a physical name: `v ≠ 0` and `B *ᵥ v = μ • v`. The number `μ` is the factor by which one step multiplies the mode, and `‖μ‖` is its modulus. The theorem `trace_not_tendsto_zero` answers your question directly: one mode with `1 ≤ ‖μ‖` prevents the traces from tending to zero. `swap_trace` records the alternating traces of your two-site matrix.

For SCF mixing, the result applies to a linearised iteration with a finite basis and the same \(B\) at every step, where an initial error \(e_0\) becomes \(B^ne_0\). The passage from the nonlinear SCF map to this linear model is a separate step and needs its own justification. If the electron number is fixed, the admissible charge errors sum to zero, and the test should be applied to the step restricted to those errors. For your two-site swap this leaves only the mode \((1,-1)\) with factor \(-1\), and the restricted traces \((-1)^n\) show no cancellation. The criterion also concerns a limit and sets no threshold below which a single measured trace would signal convergence.

```lean
import Mathlib

open Polynomial Filter
open scoped Matrix Topology

namespace TraceConvergenceTest

variable {ι : Type*} [Fintype ι] [DecidableEq ι]

/-- An error mode of the propagation matrix `B`: a nonzero vector `v` that one step
multiplies by the factor `μ`. -/
def IsErrorMode (B : Matrix ι ι ℂ) (μ : ℂ) (v : ι → ℂ) : Prop :=
  v ≠ 0 ∧ B *ᵥ v = μ • v

/-- A polynomial in `B` has zero trace if the characteristic polynomial of `B` divides
some power of that polynomial. -/
theorem trace_aeval_eq_zero (B : Matrix ι ι ℂ) {r : ℂ[X]} {k : ℕ}
    (h : B.charpoly ∣ r ^ k) : (aeval B r).trace = 0 := by
  obtain ⟨s, hs⟩ := h
  have hn : IsNilpotent (aeval B r) :=
    ⟨k, by rw [← map_pow, hs, map_mul, Matrix.aeval_self_charpoly, zero_mul]⟩
  exact (Matrix.isNilpotent_trace_of_isNilpotent hn).eq_zero

/-- An idempotent matrix that fixes a nonzero vector has nonzero trace. -/
theorem trace_ne_zero_of_idempotent {P : Matrix ι ι ℂ} {v : ι → ℂ}
    (hP : P * P = P) (hv : v ≠ 0) (hPv : P *ᵥ v = v) : P.trace ≠ 0 := by
  have ht : LinearMap.trace ℂ (ι → ℂ) (Matrix.toLin' P) = P.trace := by
    rw [LinearMap.trace_eq_matrix_trace ℂ (Pi.basisFun ℂ ι), ← Matrix.toLin_eq_toLin',
      LinearMap.toMatrix_toLin]
  have hproj : LinearMap.IsProj (LinearMap.range (Matrix.toLin' P)) (Matrix.toLin' P) :=
    ⟨fun x => ⟨x, rfl⟩, by
      rintro _ ⟨x, rfl⟩
      rw [Matrix.toLin'_apply, Matrix.toLin'_apply, Matrix.mulVec_mulVec, hP]⟩
  -- the trace is the dimension of the range
  rw [← ht, hproj.trace]
  intro h0
  have hbot := Submodule.finrank_eq_zero.1 (Nat.cast_eq_zero.1 h0)
  have hmem : v ∈ LinearMap.range (Matrix.toLin' P) :=
    ⟨v, by rw [Matrix.toLin'_apply, hPv]⟩
  rw [hbot] at hmem
  exact hv ((Submodule.mem_bot ℂ).1 hmem)

/-- For each error mode some polynomial in `B` is a projector that keeps the mode, and the
trace of this projector times `B ^ n` is `μ ^ n` times the trace of the projector. -/
theorem exists_mode_projector {B : Matrix ι ι ℂ} {μ : ℂ} {v : ι → ℂ}
    (h : IsErrorMode B μ v) :
    ∃ p : ℂ[X], aeval B p * aeval B p = aeval B p ∧ aeval B p *ᵥ v = v ∧
      ∀ n : ℕ, (aeval B p * B ^ n).trace = μ ^ n * (aeval B p).trace := by
  obtain ⟨q, hq, hnd⟩ := exists_eq_pow_rootMultiplicity_mul_and_not_dvd B.charpoly
    B.charpoly_monic.ne_zero μ
  generalize B.charpoly.rootMultiplicity μ = k at hq
  have hc : IsCoprime ((X - C μ) ^ (k + 1)) q :=
    IsCoprime.pow_left ((irreducible_X_sub_C μ).coprime_iff_not_dvd.2 hnd)
  obtain ⟨a, b, hab⟩ := hc
  refine ⟨b * q, ?_, ?_, ?_⟩
  · have e : b * q * (b * q) = b * q - a * b * (X - C μ) * B.charpoly := by
      rw [hq]
      linear_combination (b * q) * hab
    rw [← map_mul, e]
    simp only [map_sub, map_mul, Matrix.aeval_self_charpoly, mul_zero, sub_zero]
  · have e : b * q = 1 - a * (X - C μ) ^ k * (X - C μ) := by
      linear_combination hab
    have hz : aeval B (X - C μ) *ᵥ v = 0 := by
      rw [map_sub, aeval_X, aeval_C, Algebra.algebraMap_eq_smul_one, Matrix.sub_mulVec,
        Matrix.smul_mulVec, Matrix.one_mulVec, h.2, sub_self]
    rw [e, map_sub, map_mul, map_one, Matrix.sub_mulVec, Matrix.one_mulVec,
      ← Matrix.mulVec_mulVec, hz, Matrix.mulVec_zero, sub_zero]
  · intro n
    induction n with
    | zero => simp
    | succ n ih =>
      -- the nilpotent remainder does not contribute to the trace
      have hz : (aeval B (b * q * (X - C μ) * X ^ n)).trace = 0 :=
        trace_aeval_eq_zero B (k := k + 1)
          ⟨b * (b * q) ^ k * (X - C μ) * (X ^ n) ^ (k + 1), by
            rw [hq]
            generalize (X - C μ : ℂ[X]) = y
            ring⟩
      have e : aeval B (b * q * (X - C μ) * X ^ n)
          = aeval B (b * q) * B ^ (n + 1) - μ • (aeval B (b * q) * B ^ n) := by
        simp only [map_mul, map_sub, map_pow, aeval_X, aeval_C,
          Algebra.algebraMap_eq_smul_one]
        rw [mul_sub, sub_mul, pow_succ', mul_smul_comm, mul_one, smul_mul_assoc]
        simp only [mul_assoc]
      rw [e, Matrix.trace_sub, Matrix.trace_smul, ih, smul_eq_mul] at hz
      linear_combination hz

/-- If an error mode has a factor of modulus at least one, the traces of `B ^ n` do not
tend to zero. -/
theorem trace_not_tendsto_zero {B : Matrix ι ι ℂ} {μ : ℂ} {v : ι → ℂ}
    (h : IsErrorMode B μ v) (hμ : 1 ≤ ‖μ‖) :
    ¬ Tendsto (fun n : ℕ => (B ^ n).trace) atTop (𝓝 0) := by
  intro hlim
  obtain ⟨p, hP, hv, ht⟩ := exists_mode_projector h
  -- the projected trace is a fixed combination of later traces
  have e : ∀ n : ℕ, (aeval B p * B ^ n).trace =
      ∑ k ∈ Finset.range (p.natDegree + 1), p.coeff k * (B ^ (n + k)).trace := fun n => by
    rw [aeval_eq_sum_range, Finset.sum_mul, Matrix.trace_sum]
    refine Finset.sum_congr rfl fun k _ => ?_
    rw [smul_mul_assoc, Matrix.trace_smul, smul_eq_mul, ← pow_add, add_comm k n]
  have hsum : Tendsto (fun n : ℕ => ∑ k ∈ Finset.range (p.natDegree + 1),
      p.coeff k * (B ^ (n + k)).trace) atTop
      (𝓝 (∑ k ∈ Finset.range (p.natDegree + 1), p.coeff k * 0)) :=
    tendsto_finsetSum _ fun k _ =>
      (hlim.comp (tendsto_add_atTop_nat k)).const_mul (p.coeff k)
  simp only [← e, ht, mul_zero, Finset.sum_const_zero] at hsum
  have hb : ‖(aeval B p).trace‖ ≤ ‖(0 : ℂ)‖ := ge_of_tendsto' hsum.norm fun n => by
    rw [norm_mul, norm_pow]
    exact le_mul_of_one_le_left (norm_nonneg _) (one_le_pow₀ hμ)
  rw [norm_zero] at hb
  exact trace_ne_zero_of_idempotent hP h.1 hv (norm_le_zero_iff.1 hb)

/-- In a complex Banach algebra the powers of an element tend to zero if its whole spectrum
lies strictly inside the unit circle. -/
theorem pow_tendsto_zero_of_spectrum {A : Type*} [NormedRing A] [NormedAlgebra ℂ A]
    [CompleteSpace A] (a : A) (h : ∀ μ ∈ spectrum ℂ a, ‖μ‖ < 1) :
    Tendsto (fun n : ℕ => a ^ n) atTop (𝓝 0) := by
  rcases subsingleton_or_nontrivial A with hA | hA
  · have e : (fun n : ℕ => a ^ n) = fun _ => 0 := funext fun _ => Subsingleton.elim _ _
    rw [e]
    exact tendsto_const_nhds
  · obtain ⟨μ, hμ, hr⟩ := spectrum.exists_nnnorm_eq_spectralRadius a
    have h2 : ‖μ‖₊ < 1 := by
      rw [← NNReal.coe_lt_coe]
      simpa using h μ hμ
    have h1 : spectralRadius ℂ a < 1 := by
      rw [← hr]
      exact_mod_cast h2
    obtain ⟨s, hs1, hs2⟩ := ENNReal.lt_iff_exists_nnreal_btwn.1 h1
    have hs : (s : ℝ) < 1 := by exact_mod_cast hs2
    -- Gelfand's formula gives a geometric bound
    have ev := (spectrum.pow_nnnorm_pow_one_div_tendsto_nhds_spectralRadius
      a).eventually_lt_const hs1
    refine squeeze_zero_norm' ?_ (tendsto_pow_atTop_nhds_zero_of_lt_one s.coe_nonneg hs)
    filter_upwards [ev, eventually_gt_atTop 0] with n hn hn0
    have hb : (‖a ^ n‖₊ : ENNReal) ≤ (s : ENNReal) ^ n := by
      calc (‖a ^ n‖₊ : ENNReal) = ((‖a ^ n‖₊ : ENNReal) ^ (1 / n : ℝ)) ^ n := by
            rw [← ENNReal.rpow_natCast, ← ENNReal.rpow_mul, one_div,
              inv_mul_cancel₀ (Nat.cast_ne_zero.2 hn0.ne'), ENNReal.rpow_one]
        _ ≤ (s : ENNReal) ^ n := pow_le_pow_left' hn.le n
    have hb' : ‖a ^ n‖₊ ≤ s ^ n := by exact_mod_cast hb
    exact_mod_cast hb'

/-- Trace test: the powers of a complex square matrix tend to the zero matrix if and only
if their traces tend to zero. -/
theorem pow_tendsto_zero_iff_trace (B : Matrix ι ι ℂ) :
    Tendsto (fun n : ℕ => B ^ n) atTop (𝓝 0) ↔
      Tendsto (fun n : ℕ => (B ^ n).trace) atTop (𝓝 0) := by
  constructor
  · intro h
    have hc : Continuous (fun M : Matrix ι ι ℂ => M.trace) := continuous_id.matrix_trace
    simpa only [Function.comp_def, Matrix.trace_zero] using (hc.tendsto 0).comp h
  · intro h
    let : NormedRing (Matrix ι ι ℂ) := Matrix.linftyOpNormedRing
    let : NormedAlgebra ℂ (Matrix ι ι ℂ) := Matrix.linftyOpNormedAlgebra
    have : CompleteSpace (Matrix ι ι ℂ) := FiniteDimensional.complete ℂ _
    refine pow_tendsto_zero_of_spectrum B fun μ hμ => ?_
    -- a spectral value belongs to an error mode
    rw [spectrum.mem_iff, Matrix.isUnit_iff_isUnit_det, isUnit_iff_ne_zero, not_not] at hμ
    obtain ⟨v, hv, hBv⟩ := Matrix.exists_mulVec_eq_zero_iff.2 hμ
    rw [Algebra.algebraMap_eq_smul_one, Matrix.sub_mulVec, Matrix.smul_mulVec,
      Matrix.one_mulVec, sub_eq_zero] at hBv
    by_contra hlt
    exact trace_not_tendsto_zero (B := B) ⟨hv, hBv.symm⟩ (not_lt.1 hlt) h

/-- The matrix that swaps two components has trace zero at every odd power and trace two at
every even power. -/
theorem swap_trace (n : ℕ) :
    ((!![0, 1; 1, 0] : Matrix (Fin 2) (Fin 2) ℂ) ^ (2 * n + 1)).trace = 0 ∧
      ((!![0, 1; 1, 0] : Matrix (Fin 2) (Fin 2) ℂ) ^ (2 * n)).trace = 2 := by
  have h : (!![0, 1; 1, 0] : Matrix (Fin 2) (Fin 2) ℂ) ^ 2 = 1 := by
    rw [pow_two]
    ext i j
    fin_cases i <;> fin_cases j <;> simp [Matrix.mul_apply, Fin.sum_univ_succ]
  constructor
  · rw [pow_succ, pow_mul, h, one_pow, one_mul]
    simp [Matrix.trace_fin_two]
  · rw [pow_mul, h, one_pow]
    norm_num [Matrix.trace_fin_two]

end TraceConvergenceTest
```

```lean
#print axioms TraceConvergenceTest.pow_tendsto_zero_iff_trace
-- 'TraceConvergenceTest.pow_tendsto_zero_iff_trace' depends on axioms: [propext, Classical.choice, Quot.sound]
#print axioms TraceConvergenceTest.swap_trace
-- 'TraceConvergenceTest.swap_trace' depends on axioms: [propext, Classical.choice, Quot.sound]
```

### From the projector to the limit in Lean

`trace_aeval_eq_zero` supplies the nilpotency argument. In Lean, `aeval B r` is \(r(B)\). If the characteristic polynomial divides a power of \(r\), Cayley–Hamilton makes that power of \(r(B)\) vanish, and a nilpotent matrix has nilpotent trace, which for a complex number means zero.

`trace_ne_zero_of_idempotent` views the matrix as a linear map that projects onto its range, and identifies the trace with the dimension of that range. Zero trace would force the range to be trivial, although it contains the nonzero vector \(v\).

`exists_mode_projector` constructs \(p=bq\). The hypothesis `hab` is the identity between \(a\) and \(b\) above, and `linear_combination` uses it to check the polynomial equations behind \(P^2=P\) and \(Pv=v\). The formula for \(\operatorname{tr}(PB^n)\) is proved by induction on \(n\), with the nilpotent remainder giving the step from \(n\) to \(n+1\).

`trace_not_tendsto_zero` expands \(P\) in powers of \(B\); its summation index, my \(j\), is again called `k` there. Each shifted trace tends to zero, so the finite sum does too. But the sum equals \(\mu^n\operatorname{tr}P\), whose modulus is at least \(|\operatorname{tr}P|\) when \(|\mu|\ge1\). In the limit this gives \(|\operatorname{tr}P|\le0\), a contradiction.

`pow_tendsto_zero_of_spectrum` carries out the Gelfand argument in any complex Banach algebra, squeezing the norm of the \(n\)th power below \(s^n\). The main theorem applies it to matrices with the maximum-row-sum norm. A spectral value \(\mu\) makes \(\mu-B\) singular, so there is a nonzero \(v\) with \(Bv=\mu v\). If \(|\mu|\ge1\), the preceding theorem contradicts the assumed decay of the traces. The forward direction is continuity of the trace.

For `swap_trace`, the proof checks that the matrix squares to the identity. Even powers are then the identity and odd powers are the swap itself, with traces 2 and 0.
